# The weighted configuration sum of a finite open chain as an ordered product of transfer matrices

An open chain has `n + 1` sites, each with states in a finite set `S`, and each of its `n` bonds carries its own real matrix of weights between neighbouring states. The lemma says that summing the product of the bond weights, times a real function `F` of the two end states, over all configurations gives $\sum_{s,t}(M_0M_1\cdots M_{n-1})_{st}\,F(s,t)$. The weights need not be positive, and the sum is unnormalised: nothing is divided by a partition function. The proof is by induction on the number of bonds, splitting off the first site and absorbing the first bond's weight into the end function, so that the sum over the second site becomes a matrix multiplication.

In Lean, a first try:

```lean
import Mathlib

open Matrix

namespace TransferMatrixRing

noncomputable section

variable {S : Type*} [Fintype S] [DecidableEq S]

/-- Open chain: summing a product of bond weights, times a function of the two end states,
over all configurations gives the entries of the ordered matrix product, weighted by that
function. -/
theorem open_chain_sum (n : ℕ) (M : Fin n → Matrix S S ℝ) (F : S → S → ℝ) :
    ∑ σ : Fin (n + 1) → S,
        (∏ k : Fin n, M k (σ k.castSucc) (σ k.succ)) * F (σ 0) (σ (Fin.last n))
      = ∑ s, ∑ t, (List.ofFn M).prod s t * F s t := by
  induction n generalizing M F with
  | zero =>
    rw [← (Equiv.funUnique (Fin 1) S).symm.sum_comp]
    simp [Matrix.one_apply]
  | succ n ih =>
    -- split off the state `s` of the first site
    rw [← (Fin.consEquiv (fun _ : Fin (n + 2) => S)).sum_comp, Fintype.sum_prod_type]
    refine Finset.sum_congr rfl fun s _ => ?_
    have step : ∀ τ : Fin (n + 1) → S,
        (∏ k : Fin (n + 1), M k ((Fin.cons s τ : Fin (n + 2) → S) k.castSucc)
          ((Fin.cons s τ : Fin (n + 2) → S) k.succ))
        = M 0 s (τ 0) * ∏ k : Fin n, M k.succ (τ k.castSucc) (τ k.succ) := by
      intro τ
      rw [Fin.prod_univ_succ]
      rfl
    calc _ = ∑ τ : Fin (n + 1) → S, (∏ k : Fin n, M k.succ (τ k.castSucc) (τ k.succ)) *
            (M 0 s (τ 0) * F s (τ (Fin.last n))) := by
          refine Finset.sum_congr rfl fun τ _ => ?_
          change (∏ k : Fin (n + 1), M k ((Fin.cons s τ : Fin (n + 2) → S) k.castSucc)
            ((Fin.cons s τ : Fin (n + 2) → S) k.succ)) * F s (τ (Fin.last n)) = _
          rw [step]
          ring
      _ = ∑ u, ∑ t, (List.ofFn fun k : Fin n => M k.succ).prod u t * (M 0 s u * F s t) :=
          ih (fun k => M k.succ) (fun u t => M 0 s u * F s t)
      _ = _ := by
          -- the sum over the second site is a matrix multiplication
          rw [Finset.sum_comm]
          refine Finset.sum_congr rfl fun t _ => ?_
          rw [List.ofFn_succ, List.prod_cons, Matrix.mul_apply, Finset.sum_mul]
          exact Finset.sum_congr rfl fun u _ => by ring

end

end TransferMatrixRing
```

Lean reports:

```
Main.lean:18:2: error: Unnecessary `generalizing` argument: Variable `M` is generalized automatically
```

What went wrong. The error is in the `generalizing` clause of the `induction` call, not in the mathematics. `M` has type `Fin n → Matrix S S ℝ`, which depends on `n`, the variable of the induction. Lean therefore has to generalize `M` along with `n`, and does so automatically. Naming it again in `generalizing M F` is redundant, and Lean rejects the redundancy here as an error.

The repair drops `M` from the list and keeps `F`. The induction hypothesis still holds for every family of matrices, so it can be applied to the remaining bonds, `fun k => M k.succ`. The type of `F`, `S → S → ℝ`, does not mention `n`, so `F` is not generalized on that account and must still be named. The proof needs this, because it applies the hypothesis to a different end function, `fun u t => M 0 s u * F s t`. The rest of the proof is unchanged.

As a diff, the version that Lean accepts:

```diff
@@ -16,5 +16,5 @@
         (∏ k : Fin n, M k (σ k.castSucc) (σ k.succ)) * F (σ 0) (σ (Fin.last n))
       = ∑ s, ∑ t, (List.ofFn M).prod s t * F s t := by
-  induction n generalizing M F with
+  induction n generalizing F with
   | zero =>
     rw [← (Equiv.funUnique (Fin 1) S).symm.sum_comp]
```
